# Reversing the staggered potential conjugates the Rice–Mele projector loop where the gap is open

A lower-band projector is specified here by its properties, not by a formula. For the Bloch matrix

$$H_D(k)=\begin{pmatrix} D & q\\ \bar q & -D\end{pmatrix},\qquad q=v+we^{-ik},\qquad E=\sqrt{D^2+|q|^2},$$

with real staggered potential $D$ and real hoppings $v,w$, it is a Hermitian idempotent $P$ of trace one with $H_D(k)P=-EP$. Any numerical routine that returns such a matrix is covered, whatever phase it gives the eigenvectors. That the properties determine $P$ then has to be proved, and this is where the gap enters.

Take momenta $k_0,\dots,k_{N-1}$, with lower-band projectors $P_j$ at potential $D$ and $Q_j$ at $-D$. Write $W(D)=\operatorname{tr}(P_0P_1\cdots P_{N-1})$ and $W(-D)=\operatorname{tr}(Q_0Q_1\cdots Q_{N-1})$. If $E>0$ at every sampled momentum, then $W(-D)=\overline{W(D)}$. On a uniform grid over one Brillouin zone, taken in order, the phase of $W$ is, up to a sign convention, the discretised polarization phase of the filled lower band, so for this non-interacting two-band chain the identity gives a symmetry check on a computed Berry phase.

```lean
import Mathlib

open Matrix ComplexConjugate
open scoped ComplexOrder

namespace RiceMeleLoop

noncomputable section
```

The hopping amplitude fixes a convention: the phase $e^{-ik}$ sits on the bond between cells, so $H_D(k+2\pi)=H_D(k)$ and the loop closes without an extra position-dependent factor. Both orbitals of a cell then count as sitting at the same point. A Berry phase computed with their actual positions contains a further term and need not be odd in $D$.

```lean
/-- The Bloch hopping amplitude `v + w exp(-ik)` between the two sublattices. -/
def hop (v w k : ℝ) : ℂ := v + w * Complex.exp (-(k * Complex.I))

/-- The Rice-Mele Bloch matrix with staggered potential `D`. -/
def bloch (D v w k : ℝ) : Matrix (Fin 2) (Fin 2) ℂ :=
  !![(D : ℂ), hop v w k; conj (hop v w k), -(D : ℂ)]

/-- The upper band energy `√(D² + |v + w exp(-ik)|²)`. -/
def energy (D v w k : ℝ) : ℝ := √(D ^ 2 + Complex.normSq (hop v w k))
```

The four fields of the next structure are the four properties above.

```lean
/-- `P` is a lower-band projector at momentum `k`: a Hermitian idempotent of trace one
whose range consists of states of energy `-energy D v w k`. -/
structure IsLowerBandProjector (D v w k : ℝ) (P : Matrix (Fin 2) (Fin 2) ℂ) : Prop where
  herm : P.IsHermitian
  idem : P * P = P
  trace_one : P.trace = 1
  band : bloch D v w k * P = (-(energy D v w k : ℂ)) • P
```

The explicit candidate is $R_D(k)=\tfrac12(1-H_D(k)/E)$, called `lowerProj`. The matrix $S$ that exchanges the two sublattices is `swap`.

```lean
/-- The matrix `(1 - H/E)/2`, meant for momenta where the energy `E` is nonzero. -/
def lowerProj (D v w k : ℝ) : Matrix (Fin 2) (Fin 2) ℂ :=
  (1 / 2 : ℂ) • (1 - (energy D v w k : ℂ)⁻¹ • bloch D v w k)

/-- The exchange of the two sublattices. -/
def swap : Matrix (Fin 2) (Fin 2) ℂ := !![0, 1; 1, 0]
```

In `wilsonLoop`, the projectors are a sequence `P : ℕ → Matrix (Fin 2) (Fin 2) ℂ`, of which only the first `N` terms matter. For $N\ge1$ and normalised lower-band states $u_j$, the loop is $\langle u_0|u_1\rangle\langle u_1|u_2\rangle\cdots\langle u_{N-1}|u_0\rangle$. For $N=0$ it is the trace of the identity, which is 2.

```lean
/-- The loop `W`: the trace of the ordered product `P 0 * P 1 * ⋯ * P (N - 1)`. -/
def wilsonLoop (N : ℕ) (P : ℕ → Matrix (Fin 2) (Fin 2) ℂ) : ℂ :=
  ((List.range N).map P).prod.trace
```

## An open gap at every sampled momentum

The hypothesis `hgap` says that $E>0$ at each $k_j$ with $j<N$, so that the bands $\pm E$ are separate there. It holds automatically for $D\neq0$. For $D=0$ it fails only where $v+we^{-ik_j}=0$. A gap that closes between grid points does no harm to the theorem.

By hand, the gap permits division by $E$. Multiplying out gives $H^2=(D^2+|q|^2)\,1=E^2\,1$, so $X=H/E$ satisfies $X^2=1$. Then $R=\tfrac12(1-X)$ is Hermitian, and

$$R^2=\tfrac14(1-2X+X^2)=R,\qquad \operatorname{tr}R=1,\qquad HR=\tfrac E2(X-1)=-ER,$$

where the trace uses $\operatorname{tr}H=0$. The proof takes the same route: `hH` is the squared Hamiltonian, `hX` is $X^2=1$, and the last four bullets are the four properties.

```lean
/-- Where the gap is open, `(1 - H/E)/2` is a lower-band projector. -/
theorem lowerProj_spec {D v w k : ℝ} (hgap : 0 < energy D v w k) :
    IsLowerBandProjector D v w k (lowerProj D v w k) := by
  have hE : (energy D v w k : ℂ) ≠ 0 := by exact_mod_cast hgap.ne'
  have hsq : (energy D v w k : ℂ) ^ 2 = (D : ℂ) ^ 2 + hop v w k * conj (hop v w k) := by
    rw [Complex.mul_conj]
    have h : energy D v w k ^ 2 = D ^ 2 + Complex.normSq (hop v w k) :=
      Real.sq_sqrt (add_nonneg (sq_nonneg _) (Complex.normSq_nonneg _))
    exact_mod_cast h
  have key : ∀ d q p : ℂ, !![d, q; p, -d] * !![d, q; p, -d]
      = (d ^ 2 + q * p) • (1 : Matrix (Fin 2) (Fin 2) ℂ) := by
    intro d q p
    ext i j
    fin_cases i <;> fin_cases j <;> simp [Matrix.mul_apply, Fin.sum_univ_two] <;> ring
  have hH : bloch D v w k * bloch D v w k = ((energy D v w k : ℂ) ^ 2) • 1 := by
    rw [hsq]; exact key _ _ _
  have hherm : (bloch D v w k)ᴴ = bloch D v w k := by
    ext i j
    fin_cases i <;> fin_cases j <;> simp [bloch]
  have htr : (bloch D v w k).trace = 0 := by simp [bloch, Matrix.trace_fin_two]
  -- the flattened Hamiltonian `X = H/E` squares to one
  obtain ⟨X, hXdef⟩ : ∃ X, X = (energy D v w k : ℂ)⁻¹ • bloch D v w k := ⟨_, rfl⟩
  have hX : X * X = 1 := by
    rw [hXdef, smul_mul_smul_comm, hH, smul_smul]
    have : (energy D v w k : ℂ)⁻¹ * (energy D v w k : ℂ)⁻¹ * (energy D v w k : ℂ) ^ 2 = 1 := by
      field_simp
    rw [this, one_smul]
  have hHX : bloch D v w k = (energy D v w k : ℂ) • X := by
    rw [hXdef, smul_smul, mul_inv_cancel₀ hE, one_smul]
  refine ⟨?_, ?_, ?_, ?_⟩
  · simp [Matrix.IsHermitian, lowerProj, Matrix.conjTranspose_smul, hherm]
  · rw [lowerProj, ← hXdef, smul_mul_smul_comm]
    have h2 : (1 - X) * (1 - X) = (2 : ℂ) • (1 - X) := by
      have h3 : (1 - X) * (1 - X) = 1 - X - X + X * X := by noncomm_ring
      rw [h3, hX]; module
    rw [h2, smul_smul]
    congr 1
    norm_num
  · simp [lowerProj, Matrix.trace_smul, Matrix.trace_sub, htr]
  · have h2 : X * (1 - X) = X - 1 := by rw [mul_sub, mul_one, hX]
    rw [lowerProj, ← hXdef, hHX, smul_mul_smul_comm, h2]
    module
```

Without the gap the identity $W(-D)=\overline{W(D)}$ can fail. Take $D=0$, $v=w=1$ and $k_j=2\pi j/4$. At $k_2=\pi$ the Bloch matrix vanishes, so every Hermitian idempotent of trace one qualifies as a lower-band projector; choose $P_2=\operatorname{diag}(1,0)$. The other normalised states are

$$u_0=\tfrac1{\sqrt2}(1,-1),\quad u_1=\tfrac1{\sqrt2}(1,-e^{i\pi/4}),\quad u_3=\tfrac1{\sqrt2}(1,-e^{-i\pi/4}).$$

With $u_2=(1,0)$, the loop is

$$W=\left(\frac{1+e^{i\pi/4}}2\right)^2\cdot\frac12=\frac{(1+\sqrt2)(1+i)}8 .$$

Since $D=-D=0$, the same projectors may serve as the $Q_j$, and $W$ is not its own conjugate.

## Hermitian, trace one, and in the lower band

These conditions say that $P$ projects orthogonally onto exactly one state, the one of energy $-E$. By hand they give uniqueness. From $HP=-EP$ follows $XP=-P$, hence $RP=P$; taking adjoints gives $PR=P$. The difference $A=R-P$ is therefore Hermitian, with

$$A^\dagger A=R-RP-PR+P=R-P=A.$$

Its trace is $1-1=0$. But $\operatorname{tr}(A^\dagger A)=\sum_{a,b}|A_{ab}|^2$, so $A=0$.

In the proof, `hRP` and `hPR` are the two products, `hA` is the identity for $A^\dagger A$, and `h0` draws the conclusion from the vanishing trace.

```lean
/-- Where the gap is open, the lower-band projector is unique and equals `(1 - H/E)/2`. -/
theorem eq_lowerProj {D v w k : ℝ} {P : Matrix (Fin 2) (Fin 2) ℂ}
    (hgap : 0 < energy D v w k) (h : IsLowerBandProjector D v w k P) :
    P = lowerProj D v w k := by
  have hE : (energy D v w k : ℂ) ≠ 0 := by exact_mod_cast hgap.ne'
  have s := lowerProj_spec hgap
  have hRP : lowerProj D v w k * P = P := by
    have h1 : (energy D v w k : ℂ)⁻¹ * (-(energy D v w k : ℂ)) = -1 := by
      rw [mul_neg, inv_mul_cancel₀ hE]
    rw [lowerProj, smul_mul_assoc, sub_mul, one_mul, smul_mul_assoc, h.band, smul_smul, h1]
    module
  have hPR : P * lowerProj D v w k = P := by
    have h1 := congrArg Matrix.conjTranspose hRP
    rwa [Matrix.conjTranspose_mul, s.herm.eq, h.herm.eq] at h1
  -- the difference is a Hermitian idempotent of trace zero
  have hA : (lowerProj D v w k - P)ᴴ * (lowerProj D v w k - P) = lowerProj D v w k - P := by
    rw [Matrix.conjTranspose_sub, s.herm.eq, h.herm.eq, sub_mul, mul_sub, mul_sub,
      s.idem, hRP, hPR, h.idem]
    abel
  have h0 : lowerProj D v w k - P = 0 := by
    apply Matrix.trace_conjTranspose_mul_self_eq_zero_iff.mp
    rw [hA, Matrix.trace_sub, s.trace_one, h.trace_one, sub_self]
  exact (sub_eq_zero.mp h0).symm
```

Each of three conditions is needed for uniqueness. Without trace one, $P=0$ would qualify. Without the band condition, the upper-band projector would. Without Hermiticity, so would oblique projections onto the lower-band state. Idempotence, by contrast, follows from the other three when the gap is open, though the proof does use it.

## The same hoppings and momenta at $D$ and $-D$

In the main theorem, `hP` and `hQ` share `v`, `w` and the sequence `k`; only the sign of the potential differs. Physically, the same chain is sampled in the same direction, with the on-site energies of the two sublattices interchanged.

By hand, complex conjugation exchanges $q$ and $\bar q$, and exchanging the sublattices restores them while reversing the diagonal:

$$S\,\overline{H_D(k)}\,S=H_{-D}(k).$$

Since $E$ depends on $D$ only through $D^2$, also $R_{-D}(k)=S\,\overline{R_D(k)}\,S$. The lemma checks this entry by entry. It needs no gap hypothesis: where $E=0$ the matrix $H$ vanishes too, and in Lean, where $0^{-1}$ is defined (as $0$), both sides are then $\tfrac12\,1$, which is not a projector.

```lean
/-- Complex conjugation followed by sublattice exchange reverses the staggered potential
in `(1 - H/E)/2` at fixed momentum. -/
theorem lowerProj_neg (D v w k : ℝ) :
    lowerProj (-D) v w k = swap * (lowerProj D v w k).map (starRingEnd ℂ) * swap := by
  have hE : energy (-D) v w k = energy D v w k := by simp [energy]
  have h2 : (starRingEnd ℂ) 2 = 2 := Complex.ext (by simp) (by simp)
  rw [lowerProj, lowerProj, hE]
  ext i j
  simp only [swap, Matrix.mul_apply, Fin.sum_univ_two, Matrix.map_apply]
  fin_cases i <;> fin_cases j <;> simp [bloch, h2]
```

Now let $Q_j=S\overline{P_j}S$. Because $S^2=1$, neighbouring exchanges cancel:

$$Q_0Q_1\cdots Q_{N-1}=S\,\overline{P_0P_1\cdots P_{N-1}}\,S.$$

Cyclicity of the trace removes the outer pair, leaving $W(-D)=\overline{W(D)}$. The proof establishes the product identity by induction on the number of factors (`hprod`) and then takes the trace.

```lean
/-- If each `Q j` is the sublattice-exchanged complex conjugate of `P j`, the loop of `Q`
is the complex conjugate of the loop of `P`. -/
theorem wilsonLoop_conj {N : ℕ} {P Q : ℕ → Matrix (Fin 2) (Fin 2) ℂ}
    (h : ∀ j < N, Q j = swap * (P j).map (starRingEnd ℂ) * swap) :
    wilsonLoop N Q = conj (wilsonLoop N P) := by
  have hs : swap * swap = 1 := by
    ext i j
    fin_cases i <;> fin_cases j <;> simp [swap, Matrix.mul_apply, Fin.sum_univ_two]
  have hprod : ∀ n ≤ N, ((List.range n).map Q).prod
      = swap * (((List.range n).map P).prod).map (starRingEnd ℂ) * swap := by
    intro n
    induction n with
    | zero =>
      intro _
      rw [List.range_zero, List.map_nil, List.map_nil, List.prod_nil,
        Matrix.map_one _ (map_zero _) (map_one _), mul_one, hs]
    | succ n ih =>
      intro hn
      simp only [List.range_succ, List.map_append, List.prod_append, List.map_cons,
        List.map_nil, List.prod_cons, List.prod_nil, mul_one]
      rw [ih (by omega), h n (by omega), Matrix.map_mul]
      -- neighbouring exchanges cancel
      simp only [mul_assoc]
      rw [← mul_assoc swap swap, hs, one_mul]
  rw [wilsonLoop, hprod N le_rfl, Matrix.trace_mul_comm, ← mul_assoc, hs, one_mul]
  simp [wilsonLoop, Matrix.trace_fin_two]
```

The main theorem joins the parts: uniqueness replaces each $P_j$ and $Q_j$ by its formula, and the symmetry relates the formulas. The momenta are arbitrary; the uniform grid is the case `k j` $=2\pi j/N$ for $N\ge1$.

```lean
/-- Reversing the staggered potential conjugates the loop of lower-band projectors,
`W(-D) = conj W(D)`, for any sequence of momenta at which the gap is open. -/
theorem wilsonLoop_neg {N : ℕ} {D v w : ℝ} {k : ℕ → ℝ} {P Q : ℕ → Matrix (Fin 2) (Fin 2) ℂ}
    (hgap : ∀ j < N, 0 < energy D v w (k j))
    (hP : ∀ j < N, IsLowerBandProjector D v w (k j) (P j))
    (hQ : ∀ j < N, IsLowerBandProjector (-D) v w (k j) (Q j)) :
    wilsonLoop N Q = conj (wilsonLoop N P) := by
  apply wilsonLoop_conj
  intro j hj
  have hE : energy (-D) v w (k j) = energy D v w (k j) := by simp [energy]
  rw [eq_lowerProj (hE ▸ hgap j hj) (hQ j hj), eq_lowerProj (hgap j hj) (hP j hj),
    lowerProj_neg]
```

A case with $N=4$ shows the conjugation in numbers. Take $v=0$, $w=1$, $D=\tfrac34$ and $k_j=2\pi j/4$, so that $E=\tfrac54$. The normalised lower-band states are $u_j=(1,-2e^{ik_j})/\sqrt5$ at $D$ and $(2,-e^{ik_j})/\sqrt5$ at $-D$. All four overlaps in each loop are equal, hence

$$W(\tfrac34)=\left(\frac{1+4i}5\right)^4=\frac{161-240i}{625},\qquad W(-\tfrac34)=\left(\frac{4+i}5\right)^4=\frac{161+240i}{625}.$$

If the second loop were sampled at $-k_j$ instead, it would return $W(\tfrac34)$ itself, and the conjugation would be lost.

## A modulus and a phase for the loop

The hypothesis `hW` writes $W(D)=re^{i\varphi}$ with real $r$ and $\varphi$. Conjugation gives $W(-D)=re^{-i\varphi}$. For $r>0$ the number $\varphi$ is the phase of the loop, and this is the sense in which the polarization phase is odd; as usual, a phase is fixed only up to multiples of $2\pi$. The proof rewrites with the main theorem and conjugates the exponential. Here $r$ may be zero, but then the loop has no definite phase and the statement says only that both loops vanish.

```lean
/-- The polarization phase is odd in the staggered potential: with the gap open at the sampled
momenta, if the loop of lower-band projectors at `D` is `r exp(iφ)` with real `r` and `φ`, then the
one at `-D` is `r exp(-iφ)`. -/
theorem phase_odd {N : ℕ} {D v w r φ : ℝ} {k : ℕ → ℝ} {P Q : ℕ → Matrix (Fin 2) (Fin 2) ℂ}
    (hgap : ∀ j < N, 0 < energy D v w (k j))
    (hP : ∀ j < N, IsLowerBandProjector D v w (k j) (P j))
    (hQ : ∀ j < N, IsLowerBandProjector (-D) v w (k j) (Q j))
    (hW : wilsonLoop N P = r * Complex.exp (φ * Complex.I)) :
    wilsonLoop N Q = r * Complex.exp (-(φ * Complex.I)) := by
  rw [wilsonLoop_neg hgap hP hQ, hW, map_mul, Complex.conj_ofReal, ← Complex.exp_conj,
    map_mul, Complex.conj_ofReal, Complex.conj_I, mul_neg]
```

## Zero staggered potential

Setting $D=0$ makes the on-site energies equal and leaves the Su–Schrieffer–Heeger chain. The projectors $P_j$ then meet the requirements on both sides of the main theorem, so $W(0)=\overline{W(0)}$ and the loop is real. In the proof, `P` is passed in the role of `Q`, with `neg_zero` identifying the two potentials. Away from $D=0$ the loop need not be real, as the example at $D=\tfrac34$ shows.

```lean
/-- Without staggered potential, and with the gap open at the sampled momenta, the loop of
lower-band projectors is real. -/
theorem wilsonLoop_real {N : ℕ} {v w : ℝ} {k : ℕ → ℝ} {P : ℕ → Matrix (Fin 2) (Fin 2) ℂ}
    (hgap : ∀ j < N, 0 < energy 0 v w (k j))
    (hP : ∀ j < N, IsLowerBandProjector 0 v w (k j) (P j)) :
    (wilsonLoop N P).im = 0 := by
  have h := wilsonLoop_neg (Q := P) hgap hP (by rw [neg_zero]; exact hP)
  exact Complex.conj_eq_iff_im.mp h.symm
```

## A nonzero loop

For the phase to be quantized, the loop must also be nonzero, which is the hypothesis `hr`. From $W(0)=re^{i\varphi}$ and $\operatorname{Im}W(0)=0$ follows $r\sin\varphi=0$. Dividing by $r$ gives $\sin\varphi=0$, so $\varphi$ is an integer multiple of $\pi$. The last two lines of the proof are these two steps.

The hypothesis is needed even with an open gap. For $D=v=0$, $w=1$ and $k_j=2\pi j/2$, the two lower-band states are $(1,-1)/\sqrt2$ and $(1,1)/\sqrt2$. They are orthogonal, so $W=0$, and every $\varphi$ satisfies `hW` with $r=0$. The theorem restricts the phase to multiples of $\pi$ but does not say which hoppings give an even or an odd one.

```lean
/-- Without staggered potential, and with the gap open at the sampled momenta, the phase of a
nonzero loop of lower-band projectors is an integer multiple of `π`. -/
theorem phase_quantized {N : ℕ} {v w r φ : ℝ} {k : ℕ → ℝ}
    {P : ℕ → Matrix (Fin 2) (Fin 2) ℂ}
    (hgap : ∀ j < N, 0 < energy 0 v w (k j))
    (hP : ∀ j < N, IsLowerBandProjector 0 v w (k j) (P j)) (hr : r ≠ 0)
    (hW : wilsonLoop N P = r * Complex.exp (φ * Complex.I)) :
    ∃ n : ℤ, (n : ℝ) * Real.pi = φ := by
  have h := wilsonLoop_real hgap hP
  rw [hW, Complex.im_ofReal_mul, Complex.exp_ofReal_mul_I_im] at h
  exact Real.sin_eq_zero_iff.mp ((mul_eq_zero.mp h).resolve_left hr)

end

end RiceMeleLoop
```

```lean
#print axioms RiceMeleLoop.wilsonLoop_neg
#print axioms RiceMeleLoop.phase_odd
#print axioms RiceMeleLoop.phase_quantized
```

```
'RiceMeleLoop.wilsonLoop_neg' depends on axioms: [propext, Classical.choice, Quot.sound]
'RiceMeleLoop.phase_odd' depends on axioms: [propext, Classical.choice, Quot.sound]
'RiceMeleLoop.phase_quantized' depends on axioms: [propext, Classical.choice, Quot.sound]
```
